# For J > 0 and g > 0, the thermal moment of an isolated Zeeman multiplet at fixed temperature rises strictly with field and saturates at gJ Bohr magnetons

A paramagnetic ion in a magnetic field B has Zeeman levels whose populations depend on the temperature T. The field favours the levels with a large moment along it, while thermal agitation spreads the population over all of them. How does the average moment respond as the field grows, and how close does it come to the largest moment that a single level can have?

Take one isolated multiplet with angular momentum J = n/2, where n is a natural number, and a real g-factor g. The ion does not interact with its neighbours, and the multiplet has no crystal-field splitting and no admixture of other multiplets. The field and temperature enter only through the reduced field

x = μ_B B / (k_B T),

with μ_B the Bohr magneton, k_B the Boltzmann constant and T > 0. In the code x is any real number, and a negative x is a reversed field.

```lean
import Mathlib

open Filter Topology

namespace ThermalMomentSaturation

noncomputable section
```

## Levels, weights and the average

The levels are numbered k = 0, …, n, with projections

m_k = k − J = k − n/2.

```lean
/-- The magnetic quantum number `m_k = k - J` of level `k` in a multiplet with `J = n/2`. -/
def proj (n k : ℕ) : ℝ := (k : ℝ) - (n : ℝ) / 2
```

In the usual convention an ion with g > 0 has its magnetic moment opposite to its angular momentum. The projection m_k is therefore taken along the direction opposite to positive B, so that level k has moment g m_k μ_B along positive B. Its energy is then −g m_k μ_B B, and its Boltzmann factor is

w_k(x) = exp(x g m_k).

```lean
/-- The Boltzmann factor `exp (x g m_k)` of level `k` at reduced field `x`
(Zeeman energy unit divided by thermal energy). -/
def weight (n : ℕ) (g x : ℝ) (k : ℕ) : ℝ := Real.exp (x * (g * proj n k))
```

The partition sum is Z(x) = Σ_k w_k(x). Here `Finset.range (n + 1)` is the set of level numbers 0, …, n.

```lean
/-- The partition sum over the `n + 1 = 2J + 1` Zeeman levels. -/
def partitionSum (n : ℕ) (g x : ℝ) : ℝ := ∑ k ∈ Finset.range (n + 1), weight n g x k
```

The thermal moment, in Bohr magnetons, is the weighted mean

μ(x) = N(x) / Z(x), with N(x) = Σ_k g m_k w_k(x).

It is defined by this sum; the closed form, which for J > 0 is gJ times the Brillouin function evaluated at gJx, is not needed.

```lean
/-- The thermal average of the magnetic moment `g m_k`, in Bohr magnetons. -/
def moment (n : ℕ) (g x : ℝ) : ℝ :=
  (∑ k ∈ Finset.range (n + 1), g * proj n k * weight n g x k) / partitionSum n g x
```

Every Boltzmann factor is positive and there is at least one level, so Z(x) > 0 and the division is legitimate.

```lean
/-- The partition sum is positive at every field. -/
theorem partitionSum_pos (n : ℕ) (g x : ℝ) : 0 < partitionSum n g x :=
  Finset.sum_pos (fun _ _ => Real.exp_pos _) ⟨0, by simp⟩
```

## Reversing the field

The levels are symmetric about zero: m_{n−k} = −m_k. Therefore

w_{n−k}(−x) = exp((−x) g (−m_k)) = w_k(x).

Summing in reverse order gives Z(−x) = Z(x) and N(−x) = −N(x), hence μ(−x) = −μ(x). In the proof, `hr` and `hw` are the two symmetries, and `Finset.sum_range_reflect` reverses the sums.

```lean
/-- Reversing the field reverses the thermal moment. -/
theorem moment_neg (n : ℕ) (g x : ℝ) : moment n g (-x) = -moment n g x := by
  -- the level scheme is symmetric under m → -m
  have hr : ∀ k ∈ Finset.range (n + 1), proj n (n - k) = -proj n k := by
    intro k hk
    have hk' : k ≤ n := by
      have := Finset.mem_range.mp hk
      omega
    simp only [proj]
    rw [Nat.cast_sub hk']
    ring
  have hw : ∀ k ∈ Finset.range (n + 1), weight n g (-x) (n - k) = weight n g x k := by
    intro k hk
    simp only [weight]
    rw [hr k hk]
    congr 1
    ring
  have hZ : partitionSum n g (-x) = partitionSum n g x := by
    refine (Finset.sum_range_reflect (fun k => weight n g (-x) k) (n + 1)).symm.trans ?_
    refine Finset.sum_congr rfl fun k hk => ?_
    simp only [Nat.add_sub_cancel]
    exact hw k hk
  have hN : ∑ k ∈ Finset.range (n + 1), g * proj n k * weight n g (-x) k
      = -∑ k ∈ Finset.range (n + 1), g * proj n k * weight n g x k := by
    rw [← Finset.sum_neg_distrib]
    refine (Finset.sum_range_reflect
      (fun k => g * proj n k * weight n g (-x) k) (n + 1)).symm.trans ?_
    refine Finset.sum_congr rfl fun k hk => ?_
    simp only [Nat.add_sub_cancel]
    rw [hr k hk, hw k hk]
    ring
  unfold moment
  rw [hZ, hN, neg_div]
```

## The distance from saturation

Since J − m_k = n − k, subtracting the mean from gJ gives

gJ − μ(x) = Σ_k g(n − k) w_k(x) / Z(x).

The gap is thus g times the average number of steps below the top level k = n, which has the largest projection and, for g x > 0, the lowest energy. Lean clears the denominator and compares the sums term by term.

```lean
/-- `g J` minus the moment is the thermal average of `g (n - k)`, where `n - k` counts the steps of
level `k` below the top projection. -/
theorem saturation_gap (n : ℕ) (g x : ℝ) :
    g * ((n : ℝ) / 2) - moment n g x =
      (∑ k ∈ Finset.range (n + 1), g * ((n : ℝ) - k) * weight n g x k)
        / partitionSum n g x := by
  have hZ := (partitionSum_pos n g x).ne'
  unfold moment
  rw [eq_div_iff hZ, sub_mul, div_mul_cancel₀ _ hZ, partitionSum, Finset.mul_sum,
    ← Finset.sum_sub_distrib]
  refine Finset.sum_congr rfl fun k _ => ?_
  simp only [proj]
  ring
```

Now let n ≥ 1 and g > 0. No term of the sum in the numerator is negative, and its term k = 0 equals g n w_0(x) > 0. Hence μ(x) < gJ at every finite x. `Finset.sum_pos'` takes exactly these two facts: all terms nonnegative, one of them positive.

```lean
/-- For `J = n/2 > 0` and `g > 0`, the thermal moment lies strictly below `g J` at every finite
field. -/
theorem moment_lt {n : ℕ} (hn : 1 ≤ n) {g : ℝ} (hg : 0 < g) (x : ℝ) :
    moment n g x < g * ((n : ℝ) / 2) := by
  rw [← sub_pos, saturation_gap]
  refine div_pos (Finset.sum_pos' (fun k hk => ?_) ⟨0, by simp, ?_⟩) (partitionSum_pos n g x)
  · have hk' : (k : ℝ) ≤ n := by
      have := Finset.mem_range.mp hk
      exact_mod_cast (by omega : k ≤ n)
    exact mul_nonneg (mul_nonneg hg.le (sub_nonneg.2 hk')) (Real.exp_pos _).le
  · have hn' : (0 : ℝ) < (n : ℝ) - ((0 : ℕ) : ℝ) := by
      rw [Nat.cast_zero, sub_zero]
      exact_mod_cast hn
    exact mul_pos (mul_pos hg hn') (Real.exp_pos _)
```

## The slope is a variance

Differentiating a Boltzmann factor gives w_k′ = g m_k w_k. With A = Σ_k (g m_k)² w_k, this means Z′ = N and N′ = A, so the quotient rule gives

μ′ = (A Z − N²) / Z².

For any number M, expanding the square gives

Σ_k (g m_k − M)² w_k = A − 2MN + M² Z.

Setting M = μ = N/Z and dividing by Z turns the right-hand side into A/Z − N²/Z², which is μ′. The derivative with respect to the reduced field is therefore the thermal variance of the moment, in units of μ_B²:

μ′(x) = Σ_k (g m_k − μ(x))² w_k(x) / Z(x).

In the code, `hZ` and `hN` are the two derivatives, `hV` is the expanded square, and `alg` is the final identity between fractions.

```lean
/-- The derivative of the thermal moment with respect to the reduced field is the
thermal variance of the moment. -/
theorem hasDerivAt_moment (n : ℕ) (g x : ℝ) :
    HasDerivAt (moment n g)
      ((∑ k ∈ Finset.range (n + 1), (g * proj n k - moment n g x) ^ 2 * weight n g x k)
        / partitionSum n g x) x := by
  have hZ0 := (partitionSum_pos n g x).ne'
  have hw : ∀ k, HasDerivAt (fun y => weight n g y k)
      (weight n g x k * (g * proj n k)) x := fun k => (hasDerivAt_mul_const _).exp
  have hZ : HasDerivAt (fun y => partitionSum n g y)
      (∑ k ∈ Finset.range (n + 1), weight n g x k * (g * proj n k)) x :=
    HasDerivAt.fun_sum fun k _ => hw k
  have hN : HasDerivAt (fun y => ∑ k ∈ Finset.range (n + 1), g * proj n k * weight n g y k)
      (∑ k ∈ Finset.range (n + 1), g * proj n k * (weight n g x k * (g * proj n k))) x :=
    HasDerivAt.fun_sum fun k _ => (hw k).const_mul _
  -- expand the square in the variance
  have hV : ∀ M : ℝ, ∑ k ∈ Finset.range (n + 1), (g * proj n k - M) ^ 2 * weight n g x k
      = ∑ k ∈ Finset.range (n + 1), g * proj n k * (weight n g x k * (g * proj n k))
        - 2 * M * ∑ k ∈ Finset.range (n + 1), g * proj n k * weight n g x k
        + M ^ 2 * partitionSum n g x := by
    intro M
    rw [partitionSum, Finset.mul_sum, Finset.mul_sum, ← Finset.sum_sub_distrib,
      ← Finset.sum_add_distrib]
    exact Finset.sum_congr rfl fun k _ => by ring
  have hc : ∑ k ∈ Finset.range (n + 1), weight n g x k * (g * proj n k)
      = ∑ k ∈ Finset.range (n + 1), g * proj n k * weight n g x k :=
    Finset.sum_congr rfl fun k _ => mul_comm _ _
  have alg : ∀ A N Z : ℝ, Z ≠ 0 →
      (A * Z - N * N) / Z ^ 2 = (A - 2 * (N / Z) * N + (N / Z) ^ 2 * Z) / Z := by
    intro A N Z h
    field_simp
    ring
  refine (hN.fun_div hZ hZ0).congr_deriv ?_
  rw [hV, hc]
  exact alg _ _ _ hZ0
```

## An exponential bound on the gap

Let g > 0 and x ≥ 0. A level k < n lies at least one step below the top, so

w_k(x) = exp(−g x (n − k)) w_n(x) ≤ exp(−g x) w_n(x) ≤ exp(−g x) Z(x).

The level k = n contributes nothing to the gap. Inserting the bound for the others and using Σ_k (n − k) = n(n + 1)/2 gives

gJ − μ(x) ≤ g · n(n + 1)/2 · exp(−g x).

The sum of integers is `hs`, the comparison with the top level is `h2`, and `h3` replaces the top weight by the whole partition sum.

```lean
/-- For `g > 0` and `x ≥ 0`, `g J` minus the moment is at most `g n (n + 1) / 2 * exp (-g x)`. -/
theorem saturation_gap_le (n : ℕ) {g x : ℝ} (hg : 0 < g) (hx : 0 ≤ x) :
    g * ((n : ℝ) / 2) - moment n g x ≤ g * ((n : ℝ) * (n + 1) / 2) * Real.exp (-(g * x)) := by
  have hk : ∀ N : ℕ, ∑ k ∈ Finset.range (N + 1), (k : ℝ) = (N : ℝ) * (N + 1) / 2 := by
    intro N
    induction N with
    | zero => simp
    | succ N ih =>
      rw [Finset.sum_range_succ, ih]
      push_cast
      ring
  have hs : ∑ k ∈ Finset.range (n + 1), ((n : ℝ) - k) = (n : ℝ) * (n + 1) / 2 := by
    rw [Finset.sum_sub_distrib, hk]
    simp only [Finset.sum_const, Finset.card_range, nsmul_eq_mul]
    push_cast
    ring
  have htop : weight n g x n ≤ partitionSum n g x :=
    Finset.single_le_sum (f := fun k => weight n g x k)
      (fun _ _ => (Real.exp_pos _).le) (Finset.self_mem_range_succ n)
  rw [saturation_gap, div_le_iff₀ (partitionSum_pos n g x), mul_assoc, mul_assoc, ← hs,
    ← mul_assoc, Finset.mul_sum, Finset.sum_mul]
  refine Finset.sum_le_sum fun k hk => ?_
  rcases Nat.eq_or_lt_of_le (Nat.lt_succ_iff.mp (Finset.mem_range.mp hk)) with h | h
  · simp [h]
  · -- each level k < n has at most exp (-g x) times the weight of level n
    have h1 : (0 : ℝ) ≤ (n : ℝ) - k - 1 := by
      have : (k : ℝ) + 1 ≤ n := by exact_mod_cast h
      linarith
    have h2 : weight n g x k ≤ Real.exp (-(g * x)) * weight n g x n := by
      simp only [weight, proj]
      rw [← Real.exp_add, Real.exp_le_exp]
      nlinarith [mul_nonneg (mul_nonneg hx hg.le) h1]
    have h3 : weight n g x k ≤ Real.exp (-(g * x)) * partitionSum n g x :=
      h2.trans (mul_le_mul_of_nonneg_left htop (Real.exp_pos _).le)
    exact mul_le_mul_of_nonneg_left h3 (mul_nonneg hg.le (by linarith))
```

## Monotonicity and saturation

The main theorem assumes n ≥ 1 and g > 0 and states four properties: μ is odd; it is strictly increasing on the whole real line (`StrictMono`); it is below gJ everywhere; and it tends to gJ as x → ∞ (`Tendsto` along `atTop`). The value gJ is written `g * ((n : ℝ) / 2)`. The condition n ≥ 1 excludes J = 0, whose only level has no moment.

Oddness and the upper bound are already available. For strict growth, the top level contributes (gJ − μ(x))² w_n(x) to the variance sum, and this is positive because μ(x) < gJ. So μ′(x) > 0 everywhere. For the limit, when x ≥ 0,

gJ − g · n(n + 1)/2 · exp(−g x) ≤ μ(x) < gJ,

and the left side tends to gJ, which squeezes μ(x) to the same value.

```lean
/-- For `J = n/2 > 0` and `g > 0` the thermal moment is odd and strictly increasing in the
reduced field, stays below `g J`, and tends to `g J` at large field. -/
theorem thermal_moment_saturates {n : ℕ} (hn : 1 ≤ n) {g : ℝ} (hg : 0 < g) :
    (∀ x, moment n g (-x) = -moment n g x) ∧ StrictMono (moment n g) ∧
      (∀ x, moment n g x < g * ((n : ℝ) / 2)) ∧
      Tendsto (moment n g) atTop (𝓝 (g * ((n : ℝ) / 2))) := by
  refine ⟨moment_neg n g, strictMono_of_deriv_pos fun x => ?_, moment_lt hn hg, ?_⟩
  · -- the top level always deviates from the mean, so the variance is positive
    rw [(hasDerivAt_moment n g x).deriv]
    refine div_pos (Finset.sum_pos'
      (fun k _ => mul_nonneg (sq_nonneg _) (Real.exp_pos _).le)
      ⟨n, Finset.self_mem_range_succ n, mul_pos (pow_pos ?_ 2) (Real.exp_pos _)⟩)
      (partitionSum_pos n g x)
    have h := moment_lt hn hg x
    have hp : proj n n = (n : ℝ) / 2 := by
      simp only [proj]
      ring
    rw [hp]
    linarith
  · have he : Tendsto (fun x : ℝ => Real.exp (-(g * x))) atTop (𝓝 0) :=
      Real.tendsto_exp_neg_atTop_nhds_zero.comp (tendsto_id.const_mul_atTop hg)
    have hl : Tendsto (fun x : ℝ => g * ((n : ℝ) / 2)
        - g * ((n : ℝ) * (n + 1) / 2) * Real.exp (-(g * x))) atTop
        (𝓝 (g * ((n : ℝ) / 2))) := by
      simpa using (he.const_mul (g * ((n : ℝ) * (n + 1) / 2))).const_sub (g * ((n : ℝ) / 2))
    refine tendsto_of_tendsto_of_tendsto_of_le_of_le' hl tendsto_const_nhds ?_
      (Eventually.of_forall fun x => (moment_lt hn hg x).le)
    filter_upwards [eventually_ge_atTop (0 : ℝ)] with x hx
    linarith [saturation_gap_le n hg hx]
```

## Which moments fix a field

Under the same hypotheses, a number M is the thermal moment at exactly one reduced field if and only if |M| < gJ.

If M = μ(x), then M < gJ, and −M = μ(−x) < gJ by oddness. Conversely, let |M| < gJ. Saturation supplies b with μ(b) > M and a with μ(a) > −M, so μ(−a) < M. The moment is differentiable, hence continuous, and takes the value M by the intermediate value theorem; strict growth allows only one such field.

In this single-multiplet, non-interacting model with known J > 0 and g > 0, a thermal moment per ion below gJ Bohr magnetons in magnitude therefore determines B/T, while one of gJ or more in magnitude does not occur at any finite reduced field.

```lean
/-- For `J = n/2 > 0` and `g > 0`, a value `M` is the thermal moment at exactly one reduced field if
and only if `|M| < g J`. -/
theorem existsUnique_field_iff {n : ℕ} (hn : 1 ≤ n) {g : ℝ} (hg : 0 < g) (M : ℝ) :
    (∃! x, moment n g x = M) ↔ |M| < g * ((n : ℝ) / 2) := by
  obtain ⟨hodd, hmono, hlt, hlim⟩ := thermal_moment_saturates hn hg
  constructor
  · rintro ⟨x, hx, -⟩
    have h1 := hlt x
    have h2 := hlt (-x)
    rw [hodd] at h2
    rw [← hx, abs_lt]
    constructor <;> linarith
  · intro hM
    obtain ⟨h1, h2⟩ := abs_lt.mp hM
    have hcont : Continuous (moment n g) :=
      continuous_iff_continuousAt.2 fun x => (hasDerivAt_moment n g x).continuousAt
    obtain ⟨b, hb⟩ := (hlim.eventually (eventually_gt_nhds h2)).exists
    obtain ⟨a, ha⟩ := (hlim.eventually (eventually_gt_nhds (neg_lt.mp h1))).exists
    -- the moment passes M between the fields -a and b
    obtain ⟨x, hx⟩ := mem_range_of_exists_le_of_exists_ge hcont
      ⟨-a, by rw [hodd]; linarith⟩ ⟨b, hb.le⟩
    exact ⟨x, hx, fun y hy => hmono.injective (hy.trans hx.symm)⟩

end

end ThermalMomentSaturation
```

```lean
#print axioms ThermalMomentSaturation.thermal_moment_saturates
#print axioms ThermalMomentSaturation.existsUnique_field_iff
```

```
'ThermalMomentSaturation.thermal_moment_saturates' depends on axioms: [propext, Classical.choice, Quot.sound]
'ThermalMomentSaturation.existsUnique_field_iff' depends on axioms: [propext, Classical.choice, Quot.sound]
```
